# For 1 < α ≤ 3, the dispersion ∑ r^(−α)(1 − cos kr) is at least of order k^(α−1) at small k

The theorem `dispersion_lower` concerns an infinite chain with unit spacing and couplings r^(−α) at distance r, whose dispersion is defined as the sum of r^(−α)(1 − cos kr) over r ≥ 1. It states that for 1 < α ≤ 3 and 0 < k ≤ π this sum is at least k^(α−1)/15. The attempt keeps only the distances up to M, the integer part of π/k, which is allowed because every term is nonnegative. On those distances it bounds r^(−α) below by M^(−α) and 1 − cos kr below by a multiple of (kr)², then uses that the squares up to M² sum to at least M³/3 and that Mk ≥ 1.

An attempt in Lean 4 with a fault in it:

```lean
import Mathlib

open Real Finset

namespace LongRangeInfrared

noncomputable section

/-- The dispersion `∑ r ^ (-α) * (1 - cos (k r))` of a chain with couplings `r ^ (-α)` at distance
`r`; the term `r = 0` vanishes. -/
def dispersion (α k : ℝ) : ℝ :=
  ∑' r : ℕ, (r : ℝ) ^ (-α) * (1 - Real.cos (k * r))

/-- Every distance contributes a nonnegative amount to the dispersion. -/
theorem term_nonneg (α k : ℝ) (r : ℕ) :
    0 ≤ (r : ℝ) ^ (-α) * (1 - Real.cos (k * r)) :=
  mul_nonneg (Real.rpow_nonneg (Nat.cast_nonneg r) _) (sub_nonneg.2 (Real.cos_le_one _))

/-- The series defining the dispersion converges for `α > 1`. -/
theorem summable_dispersion {α : ℝ} (hα : 1 < α) (k : ℝ) :
    Summable fun r : ℕ => (r : ℝ) ^ (-α) * (1 - Real.cos (k * r)) := by
  refine Summable.of_nonneg_of_le (term_nonneg α k) (fun r => ?_)
    ((Real.summable_nat_rpow.2 (by linarith : -α < -1)).mul_right 2)
  exact mul_le_mul_of_nonneg_left (by linarith [Real.neg_one_le_cos (k * r)])
    (Real.rpow_nonneg (Nat.cast_nonneg r) _)

/-- For `1 < α ≤ 3` the dispersion is at least `k ^ (α - 1) / 15` on `0 < k ≤ π`. -/
theorem dispersion_lower {α k : ℝ} (hα : 1 < α) (hα3 : α ≤ 3) (hk : 0 < k) (hkπ : k ≤ π) :
    k ^ (α - 1) / 15 ≤ dispersion α k := by
  -- keep only the distances up to `M`, the integer part of `π / k`
  obtain ⟨M, hM⟩ : ∃ M : ℕ, M = ⌊π / k⌋₊ := ⟨_, rfl⟩
  have hup : (M : ℝ) * k ≤ π := by
    rw [← le_div_iff₀ hk, hM]
    exact Nat.floor_le (by positivity)
  have hlo : π < ((M : ℝ) + 1) * k := by
    rw [← div_lt_iff₀ hk, hM]
    exact Nat.lt_floor_add_one _
  have hM1 : 1 ≤ M := by
    rw [hM]
    exact Nat.le_floor (by rw [Nat.cast_one, le_div_iff₀ hk]; linarith)
  have hM1' : (1 : ℝ) ≤ M := by exact_mod_cast hM1
  have hM0 : (0 : ℝ) < M := by linarith
  have hMk : 1 ≤ (M : ℝ) * k := by
    nlinarith [Real.pi_gt_three, mul_le_mul_of_nonneg_right hM1' hk.le]
  have hterm : ∀ r ∈ range (M + 1), (M : ℝ) ^ (-α) * (k ^ 2 / 5) * (r : ℝ) ^ 2 ≤
      (r : ℝ) ^ (-α) * (1 - Real.cos (k * r)) := by
    intro r hr
    rcases Nat.eq_zero_or_pos r with h0 | h0
    · subst h0; simp
    have hr0 : (0 : ℝ) < r := by exact_mod_cast h0
    have hrM : (r : ℝ) ≤ M := by exact_mod_cast Nat.lt_succ_iff.1 (mem_range.1 hr)
    have h1 : (M : ℝ) ^ (-α) ≤ (r : ℝ) ^ (-α) := by
      rw [Real.rpow_neg hM0.le, Real.rpow_neg hr0.le]
      exact inv_anti₀ (Real.rpow_pos_of_pos hr0 _)
        (Real.rpow_le_rpow hr0.le hrM (by linarith))
    have h2 : Real.cos (k * r) ≤ 1 - 2 / π ^ 2 * (k * r) ^ 2 := by
      apply Real.cos_quadratic_upper_bound
      rw [abs_of_pos (by positivity)]
      nlinarith [mul_le_mul_of_nonneg_right hrM hk.le]
    have h3 : (1 : ℝ) / 5 ≤ 2 / π ^ 2 := by
      rw [div_le_div_iff₀ (by norm_num) (by positivity)]
      nlinarith [Real.pi_lt_d2, Real.pi_pos]
    have h4 : k ^ 2 / 5 * (r : ℝ) ^ 2 ≤ 1 - Real.cos (k * r) := by
      nlinarith [mul_le_mul_of_nonneg_right h3 (sq_nonneg (k * r))]
    rw [mul_assoc]
    exact mul_le_mul h1 h4 (by positivity) (Real.rpow_nonneg hr0.le _)
  have hsq : ∀ n : ℕ, (n : ℝ) ^ 3 / 3 ≤ ∑ r ∈ range (n + 1), (r : ℝ) ^ 2 := by
    intro n
    induction n with
    | zero => simp
    | succ n ih =>
      rw [sum_range_succ]
      push_cast
      nlinarith [(Nat.cast_nonneg n : (0 : ℝ) ≤ n)]
  have e1 : (M : ℝ) ^ (-α) * (M : ℝ) ^ 3 = (M : ℝ) ^ (3 - α) := by
    rw [← Real.rpow_natCast (M : ℝ) 3, ← Real.rpow_add hM0]
    congr 1; push_cast; ring
  have e2 : k ^ 2 = k ^ (3 - α) * k ^ (α - 1) := by
    rw [← Real.rpow_add hk, ← Real.rpow_natCast k 2]
    congr 1; push_cast; ring
  have e3 : 1 ≤ (M : ℝ) ^ (3 - α) * k ^ (3 - α) := by
    rw [← Real.mul_rpow hM0.le hk.le]
    exact Real.one_le_rpow hMk (by linarith)
  calc k ^ (α - 1) / 15
      ≤ (M : ℝ) ^ (3 - α) * k ^ (3 - α) * (k ^ (α - 1) / 15) :=
        le_mul_of_one_le_left (by positivity) e3
    _ = (M : ℝ) ^ (-α) * (k ^ 2 / 5) * ((M : ℝ) ^ 3 / 3) := by
        rw [e2, ← e1]; ring
    _ ≤ (M : ℝ) ^ (-α) * (k ^ 2 / 5) * ∑ r ∈ range (M + 1), (r : ℝ) ^ 2 :=
        mul_le_mul_of_nonneg_left (hsq M) (by positivity)
    _ ≤ ∑ r ∈ range (M + 1), (r : ℝ) ^ (-α) * (1 - Real.cos (k * r)) := by
        rw [mul_sum]; exact sum_le_sum hterm
    _ ≤ dispersion α k :=
        (summable_dispersion hα k).sum_le_tsum _ (fun r _ => term_nonneg α k r)

end

end LongRangeInfrared
```

Compiling this gives:

```
Main.lean:57:12: error(lean.unknownIdentifier): Unknown constant `Real.cos_quadratic_upper_bound`
Main.lean:58:10: error: No goals to be solved
```

Diagnosis. The first message says that no constant called `Real.cos_quadratic_upper_bound` exists in the Mathlib being imported. The proof of `h2` relied on it for cos y ≤ 1 − 2y²/π², with y = kr. The second message follows from the first: after the failed `apply`, Lean recovered by treating the goal as closed, so the `rw` on the next line had nothing to work on.

The inequality itself is true for these y, and the repair proves it directly. `hy` records y ≤ π, by the same `nlinarith` call as before. That puts y/2 between 0 and π/2, where `Real.mul_le_sin` (Jordan's inequality) gives (2/π)(y/2) ≤ sin(y/2). `hq` squares this, and `he` rewrites the squared left side as half of 2y²/π². `Real.cos_two_mul`, with its argument rewritten to `k * r`, and sin² + cos² = 1 give cos y = 1 − 2 sin²(y/2), so `linarith` can finish. The added comment only describes the method.

The mended proof, as a diff:

```diff
@@ -54,8 +54,14 @@
       exact inv_anti₀ (Real.rpow_pos_of_pos hr0 _)
         (Real.rpow_le_rpow hr0.le hrM (by linarith))
+    -- half-angle formula and Jordan's inequality
     have h2 : Real.cos (k * r) ≤ 1 - 2 / π ^ 2 * (k * r) ^ 2 := by
-      apply Real.cos_quadratic_upper_bound
-      rw [abs_of_pos (by positivity)]
-      nlinarith [mul_le_mul_of_nonneg_right hrM hk.le]
+      have hy : k * r ≤ π := by nlinarith [mul_le_mul_of_nonneg_right hrM hk.le]
+      have hs := Real.mul_le_sin (x := k * r / 2) (by positivity) (by linarith)
+      have hq := pow_le_pow_left₀ (by positivity : 0 ≤ 2 / π * (k * r / 2)) hs 2
+      have he : (2 / π * (k * r / 2)) ^ 2 = (2 / π ^ 2 * (k * r) ^ 2) / 2 := by ring
+      have hc := Real.cos_two_mul (k * r / 2)
+      rw [show 2 * (k * r / 2) = k * r by ring] at hc
+      rw [he] at hq
+      linarith [Real.sin_sq_add_cos_sq (k * r / 2)]
     have h3 : (1 : ℝ) / 5 ≤ 2 / π ^ 2 := by
       rw [div_le_div_iff₀ (by norm_num) (by positivity)]
```
